# One-function DKH2 is the second-order Taylor polynomial of the upper two-component eigenvalue in the potential strength

## One basis function and its two components

Work in atomic units, with c > 0 the speed of light and energies measured from the electron's rest energy. For one normalised basis function φ, let p > 0 with p² = ⟨φ|p̂²|φ⟩. The potential V has the large-component element v = ⟨φ|V|φ⟩ and the scalar small-component element w = ⟨φ|p̂·Vp̂|φ⟩/p². A real number x scales its strength. With rows separated by semicolons, the Hamiltonian is

H(x) = ( xv, cp ; cp, xw − 2c² ).

The free-particle quantities are

E = √(c⁴ + c²p²), A = √((E + c²)/(2E)), R = cp/(E + c²).

Write e(x) for the upper eigenvalue of H(x), which is the electronic level.

## The second-order Douglas–Kroll–Hess energy

The free-particle rotation U = ( A, AR ; −AR, A ) gives

U H(x) Uᵀ = F + P + O.

Here F = diag(E − c², −E − c²), P is the diagonal (even) part of the rotated potential, and O is its off-diagonal (odd) part, with both off-diagonal entries equal to

o = xA²R(w − v).

The generator W = ( 0, o/(2E) ; −o/(2E), 0 ) satisfies [W, F] = −O, so it removes the odd term at first order. At second order, the even terms of exp(W)(F + P + O)exp(−W) are

[W, O] + ½[W, [W, F]] = ½[W, O].

The DKH2 energy is therefore the upper left entry of F + P + ½[W, O]. The code takes this expression as its definition and does not derive the exponential expansion.

## Taylor coefficients and the sign of the error

For c, p > 0 and all real v, w, the theorem `dkh2_eq_taylor` states that

e(0) = E − c²,

e′(0) = A²(v + R²w),

e″(0)/2 = A⁴R²(w − v)²/(2E),

and that the DKH2 energy equals e(0) + e′(0)x + e″(0)x²/2 for every x.

The theorem `dkh2_error_sign` needs only c > 0. DKH2 lies at or above e(x) if x(v − w) ≥ 0, and at or below it if −8c² ≤ x(v − w) ≤ 0.

In the Lean statements, `En`, `dirac`, `upper` and `gen` stand for E, H, e and W, and matrix indices start at 0. `HasDerivAt` expresses differentiability at a point with the given derivative. The numbers v and w are arbitrary reals, so no integral over a Gaussian enters. Several basis functions, spin–orbit coupling and higher DKH orders are not treated.

For one electron in a single basis function, the closed formula gives the DKH2 energy expected from a scalar-relativistic program that builds it from p, v and w alone. The difference from the 2 × 2 eigenvalue is then the DKH2 error within this one-function model.

## Derivation from the gap between the levels

Since c²p² = (E − c²)(E + c²), we have R²(E + c²) = E − c², and hence

A² = (E + c²)/(2E), A²R² = (E − c²)/(2E).

These add to 1, so U is orthogonal. The upper left entry of the rotated free Hamiltonian is

2A²Rcp − 2c²A²R² = 2EA²R² = E − c².

Its off-diagonal entry is A²[cp(1 − R²) − 2c²R] = A²R[(E + c²) − (E − c²) − 2c²] = 0, and the trace fixes the last entry. The rotated potential contributes xA²(v + R²w) to the upper left entry, and the half commutator contributes o²/(2E). Thus

E_DKH2 = E − c² + xA²(v + R²w) + x²A⁴R²(w − v)²/(2E).

For the eigenvalue, put z = x(v − w). The secular equation gives

e = [x(v + w) − 2c² + g]/2, g = √((z + 2c²)² + 4c²p²).

At x = 0, g = 2E. Differentiating with respect to x,

g′ = (v − w)(z + 2c²)/g, g′(0) = (v − w)c²/E,

g″(0) = (v − w)²[1/(2E) − 4c⁴/(8E³)] = (v − w)²c²p²/(2E³).

Hence e′(0) = [v(E + c²) + w(E − c²)]/(2E) = A²(v + R²w), and e″(0)/2 = g″(0)/4 = c²p²(v − w)²/(8E³). The last value equals A⁴R²(w − v)²/(2E), because A⁴R² = c²p²/(4E²).

For the error, define the DKH2 gap G = 2E_DKH2 − x(v + w) + 2c². Then

G = 2E + c²z/E + c²p²z²/(4E³),

G² − g² = c²p²z³(8E²c² + c²p²z)/(16E⁶).

If z ≥ 0, both G and the right-hand side are nonnegative, so G ≥ g. If −8c² ≤ z ≤ 0, the bracket is at least 8c²(E² − c²p²) = 8c⁶, so G² ≤ g² and G ≤ g. The energy error is (G − g)/2.

## A strong potential and the limit of zero momentum

Without the condition −8c² ≤ z, the lower bound can fail. The following numbers are chosen for easy arithmetic and do not describe a physical system: c = 1, p = √3, v = −16, w = 0 and x = 1. Then E = 2 and z = −16. The DKH2 energy is 1 − 12 + 12 = 1, while e = −9 + √52 ≈ −1.79.

No normalised φ has p = 0, but the formulas can still be evaluated there with v and w held fixed. Then R = 0 and DKH2 gives xv. The upper eigenvalue is max(xv, xw − 2c²), so the two agree exactly when z ≥ −2c².

## The Lean file

```lean
import Mathlib

open Matrix

namespace OneGaussianDKH

noncomputable section

/-- Free-particle energy `E = √(c⁴ + c²p²)`. -/
def En (c p : ℝ) : ℝ := √(c ^ 4 + c ^ 2 * p ^ 2)

/-- Kinematic factor `A = √((E + c²)/(2E))`, for `c ≠ 0`. -/
def A (c p : ℝ) : ℝ := √((En c p + c ^ 2) / (2 * En c p))

/-- Kinematic ratio `R = cp/(E + c²)`, for `c ≠ 0`. -/
def R (c p : ℝ) : ℝ := c * p / (En c p + c ^ 2)

/-- Two-component Hamiltonian in one basis function, with potential of strength `x`. -/
def dirac (c p v w x : ℝ) : Matrix (Fin 2) (Fin 2) ℝ :=
  !![x * v, c * p; c * p, x * w - 2 * c ^ 2]

/-- Distance between the two levels of the Hamiltonian. -/
def gap (c p v w x : ℝ) : ℝ := √((x * (v - w) + 2 * c ^ 2) ^ 2 + 4 * (c * p) ^ 2)

/-- Upper level: half the trace plus half the gap. -/
def upper (c p v w x : ℝ) : ℝ := (x * (v + w) - 2 * c ^ 2 + gap c p v w x) / 2

/-- Free-particle Foldy-Wouthuysen rotation, for `c ≠ 0`. -/
def rot (c p : ℝ) : Matrix (Fin 2) (Fin 2) ℝ :=
  !![A c p, A c p * R c p; -(A c p * R c p), A c p]

/-- Decoupled free-particle Hamiltonian. -/
def free (c p : ℝ) : Matrix (Fin 2) (Fin 2) ℝ :=
  !![En c p - c ^ 2, 0; 0, -En c p - c ^ 2]

/-- Even (block-diagonal) part of the rotated potential. -/
def even (c p v w x : ℝ) : Matrix (Fin 2) (Fin 2) ℝ :=
  !![x * (A c p ^ 2 * (v + R c p ^ 2 * w)), 0; 0, x * (A c p ^ 2 * (w + R c p ^ 2 * v))]

/-- Odd (coupling) part of the rotated potential. -/
def odd (c p v w x : ℝ) : Matrix (Fin 2) (Fin 2) ℝ :=
  !![0, x * (A c p ^ 2 * R c p * (w - v)); x * (A c p ^ 2 * R c p * (w - v)), 0]

/-- Antisymmetric first-order Douglas-Kroll generator, for `c ≠ 0`. -/
def gen (c p v w x : ℝ) : Matrix (Fin 2) (Fin 2) ℝ :=
  !![0, x * (A c p ^ 2 * R c p * (w - v)) / (2 * En c p);
    -(x * (A c p ^ 2 * R c p * (w - v)) / (2 * En c p)), 0]

/-- DKH2 energy: upper entry of the free part, the even part and half the commutator of
the generator with the odd part. -/
def dkh2 (c p v w x : ℝ) : ℝ :=
  (free c p + even c p v w x + (1 / 2 : ℝ) •
    (gen c p v w x * odd c p v w x - odd c p v w x * gen c p v w x)) 0 0

/-- The free-particle energy is positive and obeys the relativistic dispersion relation; `R`
satisfies `R(E + c²) = cp` and `R²(E + c²) = E - c²`. -/
theorem kinematics {c : ℝ} (hc : 0 < c) (p : ℝ) :
    0 < En c p ∧ En c p ^ 2 = c ^ 4 + c ^ 2 * p ^ 2 ∧
    R c p * (En c p + c ^ 2) = c * p ∧ R c p ^ 2 * (En c p + c ^ 2) = En c p - c ^ 2 := by
  have hE : 0 < En c p := Real.sqrt_pos.mpr (by positivity)
  have hE2 : En c p ^ 2 = c ^ 4 + c ^ 2 * p ^ 2 := Real.sq_sqrt (by positivity)
  have hK : En c p + c ^ 2 ≠ 0 := by positivity
  have hR : R c p * (En c p + c ^ 2) = c * p := div_mul_cancel₀ _ hK
  refine ⟨hE, hE2, hR, mul_right_cancel₀ hK ?_⟩
  linear_combination (R c p * (En c p + c ^ 2) + c * p) * hR - hE2

/-- The kinematic weights `A²` and `A²R²` in terms of the free-particle energy. -/
theorem weights {c : ℝ} (hc : 0 < c) (p : ℝ) :
    A c p ^ 2 = (En c p + c ^ 2) / (2 * En c p) ∧
    A c p ^ 2 * R c p ^ 2 = (En c p - c ^ 2) / (2 * En c p) := by
  obtain ⟨hE, -, -, h3⟩ := kinematics hc p
  have hA : A c p ^ 2 = (En c p + c ^ 2) / (2 * En c p) := Real.sq_sqrt (by positivity)
  refine ⟨hA, ?_⟩
  rw [hA, ← h3]
  ring

/-- The free-particle rotation turns the Hamiltonian into its free, even and odd parts. -/
theorem rotated_hamiltonian {c : ℝ} (hc : 0 < c) (p v w x : ℝ) :
    rot c p * dirac c p v w x * (rot c p)ᵀ = free c p + even c p v w x + odd c p v w x := by
  obtain ⟨hE, -, h1, h3⟩ := kinematics hc p
  have h2 : 2 * En c p * A c p ^ 2 = En c p + c ^ 2 := by
    rw [(weights hc p).1]
    exact mul_div_cancel₀ _ (by positivity)
  ext i j
  fin_cases i <;> fin_cases j <;>
    simp [rot, dirac, free, even, odd, Matrix.mul_apply, Fin.sum_univ_two]
  · linear_combination (-2 * A c p ^ 2 * R c p) * h1 + R c p ^ 2 * h2 + h3
  · linear_combination (-A c p ^ 2 * (1 - R c p ^ 2)) * h1 - A c p ^ 2 * R c p * h3
  · linear_combination (-A c p ^ 2 * (1 - R c p ^ 2)) * h1 - A c p ^ 2 * R c p * h3
  · linear_combination (2 * A c p ^ 2 * R c p) * h1 - 2 * A c p ^ 2 * h3 - h2

/-- The commutator of the generator with the free Hamiltonian cancels the odd part. -/
theorem generator_cancels_odd {c : ℝ} (hc : 0 < c) (p v w x : ℝ) :
    gen c p v w x * free c p - free c p * gen c p v w x = -odd c p v w x := by
  have hE := (kinematics hc p).1.ne'
  ext i j
  fin_cases i <;> fin_cases j <;>
    simp [gen, free, odd] <;> field_simp <;> ring

/-- Closed form of the one-function DKH2 energy. -/
theorem dkh2_formula (c p v w x : ℝ) :
    dkh2 c p v w x = En c p - c ^ 2 + x * (A c p ^ 2 * (v + R c p ^ 2 * w))
      + x ^ 2 * (A c p ^ 4 * R c p ^ 2 * (w - v) ^ 2 / (2 * En c p)) := by
  simp [dkh2, free, even, odd, gen]
  ring

/-- `upper` is the greatest eigenvalue of the two-component Hamiltonian. -/
theorem upper_isGreatest {c p : ℝ} (hc : 0 < c) (hp : 0 < p) (v w x : ℝ) :
    IsGreatest {μ : ℝ | ∃ u : Fin 2 → ℝ, u ≠ 0 ∧ dirac c p v w x *ᵥ u = μ • u}
      (upper c p v w x) := by
  have hs : gap c p v w x ^ 2 = (x * (v - w) + 2 * c ^ 2) ^ 2 + 4 * (c * p) ^ 2 :=
    Real.sq_sqrt (by positivity)
  have hq : (upper c p v w x - x * v) * (upper c p v w x - (x * w - 2 * c ^ 2))
      = (c * p) ^ 2 := by
    unfold upper
    linear_combination hs / 4
  constructor
  · refine ⟨![c * p, upper c p v w x - x * v], fun h => ?_, ?_⟩
    · have h0 : c * p = 0 := congrFun h 0
      exact (mul_pos hc hp).ne' h0
    · funext i
      fin_cases i <;> simp [dirac, Matrix.mulVec, dotProduct, Fin.sum_univ_two]
      · ring
      · linear_combination -hq
  · rintro μ ⟨u, hu, h⟩
    have h0 := congrFun h 0
    have h1 := congrFun h 1
    simp [dirac, Matrix.mulVec, dotProduct, Fin.sum_univ_two] at h0 h1
    -- a non-zero eigenvector forces the secular equation
    have hμ : (μ - x * v) * (μ - (x * w - 2 * c ^ 2)) - (c * p) ^ 2 = 0 := by
      by_contra hne
      have k0 : u 0 = 0 := by
        refine (mul_eq_zero.mp ?_).resolve_left hne
        linear_combination (-(μ - (x * w - 2 * c ^ 2))) * h0 - c * p * h1
      have k1 : u 1 = 0 := by
        refine (mul_eq_zero.mp ?_).resolve_left hne
        linear_combination (-(μ - x * v)) * h1 - c * p * h0
      apply hu
      funext i
      fin_cases i
      · exact k0
      · exact k1
    have hle : 2 * μ - x * (v + w) + 2 * c ^ 2 ≤ gap c p v w x :=
      (le_abs_self _).trans (Real.abs_le_sqrt (le_of_eq (by linear_combination 4 * hμ)))
    unfold upper
    linarith

/-- The gap is positive, and its derivative in the potential strength is explicit. -/
theorem gap_hasDerivAt {c p : ℝ} (hc : 0 < c) (hp : 0 < p) (v w x : ℝ) :
    0 < gap c p v w x ∧ HasDerivAt (gap c p v w)
      ((v - w) * (x * (v - w) + 2 * c ^ 2) / gap c p v w x) x := by
  have hG : 0 < (x * (v - w) + 2 * c ^ 2) ^ 2 + 4 * (c * p) ^ 2 := by positivity
  have hN : HasDerivAt (fun y : ℝ => y * (v - w) + 2 * c ^ 2) (v - w) x :=
    (((hasDerivAt_id' x).mul_const (v - w)).add_const (2 * c ^ 2)).congr_deriv (by ring)
  have hg : HasDerivAt (fun y : ℝ => (y * (v - w) + 2 * c ^ 2) ^ 2 + 4 * (c * p) ^ 2)
      (2 * ((v - w) * (x * (v - w) + 2 * c ^ 2))) x :=
    ((hN.fun_pow 2).add_const (4 * (c * p) ^ 2)).congr_deriv (by norm_num; ring)
  exact ⟨Real.sqrt_pos.mpr hG,
    (hg.sqrt hG.ne').congr_deriv (mul_div_mul_left _ _ two_ne_zero)⟩

/-- The DKH2 energy is the second-order Taylor polynomial, in the potential strength, of the
upper eigenvalue, whose value and first two derivatives at zero are given. -/
theorem dkh2_eq_taylor {c p : ℝ} (hc : 0 < c) (hp : 0 < p) (v w : ℝ) :
    upper c p v w 0 = En c p - c ^ 2 ∧
    HasDerivAt (upper c p v w) (A c p ^ 2 * (v + R c p ^ 2 * w)) 0 ∧
    HasDerivAt (deriv (upper c p v w))
      (2 * (A c p ^ 4 * R c p ^ 2 * (w - v) ^ 2 / (2 * En c p))) 0 ∧
    ∀ x, dkh2 c p v w x = upper c p v w 0 + deriv (upper c p v w) 0 * x
      + deriv (deriv (upper c p v w)) 0 / 2 * x ^ 2 := by
  have hE := (kinematics hc p).1.ne'
  obtain ⟨hA, hAR⟩ := weights hc p
  have g0 : gap c p v w 0 = 2 * En c p := by
    unfold gap En
    rw [show (0 * (v - w) + 2 * c ^ 2) ^ 2 + 4 * (c * p) ^ 2
      = 2 ^ 2 * (c ^ 4 + c ^ 2 * p ^ 2) by ring, Real.sqrt_mul (by norm_num),
      Real.sqrt_sq (by norm_num)]
  have e0 : upper c p v w 0 = En c p - c ^ 2 := by
    unfold upper
    rw [g0]
    ring
  have hd : ∀ x, HasDerivAt (upper c p v w)
      ((v + w + (v - w) * (x * (v - w) + 2 * c ^ 2) / gap c p v w x) / 2) x := fun x =>
    (((((hasDerivAt_id' x).mul_const (v + w)).sub_const (2 * c ^ 2)).fun_add
      (gap_hasDerivAt hc hp v w x).2).div_const 2).congr_deriv (by ring)
  have d1 : HasDerivAt (upper c p v w) (A c p ^ 2 * (v + R c p ^ 2 * w)) 0 := by
    refine (hd 0).congr_deriv ?_
    rw [g0, show A c p ^ 2 * (v + R c p ^ 2 * w)
      = A c p ^ 2 * v + A c p ^ 2 * R c p ^ 2 * w by ring, hAR, hA]
    field_simp
    ring
  -- differentiate the explicit slope once more
  have d2 : HasDerivAt (deriv (upper c p v w))
      (2 * (A c p ^ 4 * R c p ^ 2 * (w - v) ^ 2 / (2 * En c p))) 0 := by
    rw [funext fun x => (hd x).deriv]
    obtain ⟨hpos, hg⟩ := gap_hasDerivAt hc hp v w 0
    have hN : HasDerivAt (fun y : ℝ => (v - w) * (y * (v - w) + 2 * c ^ 2))
        ((v - w) * (v - w)) 0 :=
      ((((hasDerivAt_id' (0 : ℝ)).mul_const (v - w)).add_const
        (2 * c ^ 2)).const_mul (v - w)).congr_deriv (by ring)
    refine (((hN.fun_div hg hpos.ne').const_add (v + w)).div_const 2).congr_deriv ?_
    rw [g0, show A c p ^ 4 * R c p ^ 2 * (w - v) ^ 2
      = A c p ^ 2 * (A c p ^ 2 * R c p ^ 2) * (w - v) ^ 2 by ring, hAR, hA]
    field_simp
    ring
  refine ⟨e0, d1, d2, fun x => ?_⟩
  rw [dkh2_formula, e0, d1.deriv, d2.deriv]
  ring

/-- The gap implied by the DKH2 energy, as a quadratic in `x(v - w)`. -/
theorem dkh2_gap {c : ℝ} (hc : 0 < c) (p v w x : ℝ) :
    2 * dkh2 c p v w x - x * (v + w) + 2 * c ^ 2 = 2 * En c p
      + c ^ 2 * (x * (v - w)) / En c p
      + (c * p) ^ 2 * (x * (v - w)) ^ 2 / (4 * En c p ^ 3) := by
  obtain ⟨hE, hE2, -, -⟩ := kinematics hc p
  obtain ⟨hA, hAR⟩ := weights hc p
  have hE' := hE.ne'
  rw [dkh2_formula, show A c p ^ 4 * R c p ^ 2 * (w - v) ^ 2
      = A c p ^ 2 * (A c p ^ 2 * R c p ^ 2) * (w - v) ^ 2 by ring,
    show A c p ^ 2 * (v + R c p ^ 2 * w)
      = A c p ^ 2 * v + A c p ^ 2 * R c p ^ 2 * w by ring, hAR, hA,
    show (c * p) ^ 2 = En c p ^ 2 - c ^ 4 by rw [hE2]; ring]
  field_simp
  ring

/-- DKH2 is an upper bound to the level `upper` if `x(v - w) ≥ 0`, and a lower bound if `-8c² ≤ x(v
- w) ≤ 0`. -/
theorem dkh2_error_sign {c : ℝ} (hc : 0 < c) (p v w x : ℝ) :
    (0 ≤ x * (v - w) → upper c p v w x ≤ dkh2 c p v w x) ∧
    (-(8 * c ^ 2) ≤ x * (v - w) → x * (v - w) ≤ 0 →
      dkh2 c p v w x ≤ upper c p v w x) := by
  obtain ⟨hE, hE2, -, -⟩ := kinematics hc p
  have hQ := dkh2_gap hc p v w x
  unfold upper gap
  generalize x * (v - w) = z at hQ ⊢
  -- exact difference between the squared DKH2 gap and the squared true gap
  have key : ∀ B : ℝ, B = En c p ^ 2 - c ^ 4 →
      (2 * En c p + c ^ 2 * z / En c p + B * z ^ 2 / (4 * En c p ^ 3)) ^ 2
      = (z + 2 * c ^ 2) ^ 2 + 4 * B
        + B * z ^ 3 * (8 * En c p ^ 2 * c ^ 2 + B * z) / (16 * En c p ^ 6) := by
    rintro B rfl
    have hE' := hE.ne'
    field_simp
    ring
  have hk := key ((c * p) ^ 2) (by rw [hE2]; ring)
  constructor
  · intro hz
    have hr : 0 ≤ (c * p) ^ 2 * z ^ 3 * (8 * En c p ^ 2 * c ^ 2 + (c * p) ^ 2 * z)
        / (16 * En c p ^ 6) := by positivity
    have hle := Real.sqrt_le_iff.mpr ⟨(by positivity :
      0 ≤ 2 * En c p + c ^ 2 * z / En c p + (c * p) ^ 2 * z ^ 2 / (4 * En c p ^ 3)),
      (by linarith : (z + 2 * c ^ 2) ^ 2 + 4 * (c * p) ^ 2 ≤ _)⟩
    linarith
  · intro hz8 hz
    have hM : 0 ≤ 8 * En c p ^ 2 * c ^ 2 + (c * p) ^ 2 * z := by
      have h8 : 0 ≤ (c * p) ^ 2 * (z + 8 * c ^ 2) :=
        mul_nonneg (sq_nonneg _) (by linarith)
      have h6 : 0 ≤ 8 * c ^ 6 := by positivity
      rw [hE2]
      linarith
    have hz3 : 0 ≤ (-z) ^ 3 := pow_nonneg (neg_nonneg.mpr hz) 3
    have hr : 0 ≤ (c * p) ^ 2 * (-z) ^ 3 * (8 * En c p ^ 2 * c ^ 2 + (c * p) ^ 2 * z)
        / (16 * En c p ^ 6) :=
      div_nonneg (mul_nonneg (mul_nonneg (sq_nonneg _) hz3) hM) (by positivity)
    rw [show (-z) ^ 3 = -z ^ 3 by ring, mul_neg, neg_mul, neg_div] at hr
    have hle := (le_abs_self _).trans (Real.abs_le_sqrt (by linarith :
      (2 * En c p + c ^ 2 * z / En c p + (c * p) ^ 2 * z ^ 2 / (4 * En c p ^ 3)) ^ 2
        ≤ (z + 2 * c ^ 2) ^ 2 + 4 * (c * p) ^ 2))
    linarith

end

end OneGaussianDKH
```

```lean
#print axioms OneGaussianDKH.generator_cancels_odd
#print axioms OneGaussianDKH.upper_isGreatest
#print axioms OneGaussianDKH.dkh2_eq_taylor
#print axioms OneGaussianDKH.dkh2_error_sign
```

```
'OneGaussianDKH.generator_cancels_odd' depends on axioms: [propext, Classical.choice, Quot.sound]
'OneGaussianDKH.upper_isGreatest' depends on axioms: [propext, Classical.choice, Quot.sound]
'OneGaussianDKH.dkh2_eq_taylor' depends on axioms: [propext, Classical.choice, Quot.sound]
'OneGaussianDKH.dkh2_error_sign' depends on axioms: [propext, Classical.choice, Quot.sound]
```

## How the proof follows the algebra

`kinematics` and `weights` supply the relations for E, A² and A²R². `rotated_hamiltonian` checks the four matrix entries, with `linear_combination` inserting those relations. `generator_cancels_odd` verifies the commutator equation, and `dkh2_formula` expands the defining matrix entry.

`upper_isGreatest` exhibits the eigenvector (cp, e − xv), which becomes normalised on division by √(c²p² + (e − xv)²). Conversely, a nonzero eigenvector for any μ forces the secular equation. This gives (2μ − x(v + w) + 2c²)² = g², hence μ ≤ e.

`gap_hasDerivAt` differentiates the square root after showing that its argument is positive. In `dkh2_eq_taylor`, `hd` gives the slope of e at every x, `d1` evaluates it at zero, and `d2` applies the quotient rule to it. The weights then turn both results into the DKH2 coefficients.

`dkh2_gap` proves the quadratic formula for G. In `dkh2_error_sign`, `generalize` replaces x(v − w) by z, `key` is the identity for G² − g², and the square-root inequalities turn the sign of that difference into the two energy bounds.
